# Cubic B-splines on a uniform one-dimensional grid: the free-particle kinetic energy has relative error (kh)⁶/30240 to leading order in the spacing h

A wave built from overlapping basis functions can vanish even though its coefficients do not. Put a triangular function four cells wide at every grid point and give neighbours opposite signs: the triangles cancel everywhere. The norm is then zero, and the energy, a ratio with that norm in the denominator, is undefined. Even where the norm is positive, a grid calculation is hard to judge without knowing how fast its kinetic-energy error falls with the spacing. The problems below settle both points for cubic B-splines, for a free particle on an infinite uniform grid in one dimension.

Let h be the grid spacing and k the wave number, and set t = kh. In the integrals S and K below, lengths are measured in units of h. Centre a cubic B-spline at every grid point, and give the one at grid point m the coefficient exp(imt). Per grid point, this Bloch wave has squared norm S(t) and squared-derivative integral K(t), where

S(t) = (2416 + 2382 cos t + 240 cos 2t + 2 cos 3t)/5040

K(t) = (2 − 2 cos t)(66 + 52 cos t + 2 cos 2t)/120.

In atomic units, for a particle with the mass of an electron, the Galerkin energy is K/(2h²S), and the exact one is k²/2 = t²/(2h²). Their ratio is K/(t²S), so the factor 1/2 can be left out of K.

```lean
import Mathlib

open Filter Topology

namespace CubicSplineKineticDispersion

noncomputable section
```

Four splines are nonzero inside the cell [0,1]. Number them a = 0, 1, 2, 3, with centres a − 1. On the cell they are

p₀ = (1 − x)³/6

p₁ = 2/3 − x² + x³/2

p₂ = 1/6 + x/2 + x²/2 − x³/2

p₃ = x³/6.

The array `coef` lists their coefficients in increasing powers of x, and `piece a` is the polynomial pₐ.

```lean
/-- Coefficients of 1, x, x², x³ in the four cubic B-spline pieces on a unit cell. -/
def coef : Fin 4 → Fin 4 → ℝ :=
  ![![1/6, -1/2, 1/2, -1/6], ![2/3, 0, -1, 1/2],
    ![1/6, 1/2, 1/2, -1/2], ![0, 0, 0, 1/6]]

/-- The part on the cell [0,1] of the cubic B-spline centred at grid point a - 1. -/
def piece (a : Fin 4) (x : ℝ) : ℝ := ∑ i : Fin 4, coef a i * x ^ (i : ℕ)
```

The coefficients of the derivatives and the centres of the splines are stored in the same order.

```lean
/-- Coefficients of the derivative of a spline piece. -/
def slope (a : Fin 4) : Fin 4 → ℝ := ![coef a 1, 2 * coef a 2, 3 * coef a 3, 0]

/-- Grid positions of the four splines that overlap the cell [0,1]. -/
def site : Fin 4 → ℝ := ![-1, 0, 1, 2]
```

The functions S and K, called the overlap symbol and the kinetic symbol, are entered in closed form. Parts (c) and (d) derive them from the splines.

```lean
/-- The cubic B-spline overlap symbol at dimensionless wave number t. -/
def overlapSymbol (t : ℝ) : ℝ :=
  (2416 + 2382 * Real.cos t + 240 * Real.cos (2 * t) + 2 * Real.cos (3 * t)) / 5040

/-- The cubic B-spline kinetic symbol, without the factor 1/2 of the Schrödinger equation. -/
def kineticSymbol (t : ℝ) : ℝ :=
  (2 - 2 * Real.cos t) * (66 + 52 * Real.cos t + 2 * Real.cos (2 * t)) / 120
```

## (a) The integral of a product of two cubics

**Task.** Express the integral over [0,1] of (Σᵢ aᵢxⁱ)(Σⱼ bⱼxʲ), with i and j running from 0 to 3, in terms of the real coefficients.

**Solution.** Multiply out. Each term aᵢbⱼxⁱ⁺ʲ has the antiderivative aᵢbⱼxⁱ⁺ʲ⁺¹/(i + j + 1), which vanishes at 0. The integral is therefore

Σᵢ Σⱼ aᵢbⱼ/(i + j + 1).

In `cubic_gram`, the step `h` differentiates this antiderivative term by term, and the fundamental theorem of calculus then evaluates it at the two ends.

```lean
/-- The overlap integral of two cubic polynomials on a unit cell, in terms of their coefficients. -/
theorem cubic_gram (a b : Fin 4 → ℝ) :
    ∫ x in (0 : ℝ)..1, (∑ i : Fin 4, a i * x ^ (i : ℕ)) * (∑ j : Fin 4, b j * x ^ (j : ℕ))
      = ∑ i : Fin 4, ∑ j : Fin 4, a i * b j / (((i : ℕ) : ℝ) + ((j : ℕ) : ℝ) + 1) := by
  -- an explicit antiderivative, term by term
  have h : ∀ x : ℝ, HasDerivAt
      (fun y : ℝ => ∑ i : Fin 4, ∑ j : Fin 4,
        a i * b j / (((i : ℕ) : ℝ) + ((j : ℕ) : ℝ) + 1) * y ^ ((i : ℕ) + (j : ℕ) + 1))
      ((∑ i : Fin 4, a i * x ^ (i : ℕ)) * (∑ j : Fin 4, b j * x ^ (j : ℕ))) x := by
    intro x
    rw [Finset.sum_mul_sum]
    refine HasDerivAt.fun_sum fun i _ => HasDerivAt.fun_sum fun j _ => ?_
    have hn : ((i : ℕ) : ℝ) + ((j : ℕ) : ℝ) + 1 ≠ 0 := by positivity
    refine ((hasDerivAt_pow ((i : ℕ) + (j : ℕ) + 1) x).const_mul
      (a i * b j / (((i : ℕ) : ℝ) + ((j : ℕ) : ℝ) + 1))).congr_deriv ?_
    rw [Nat.add_sub_cancel]
    push_cast
    rw [← mul_assoc, div_mul_cancel₀ _ hn, pow_add]
    ring
  rw [intervalIntegral.integral_eq_sub_of_hasDerivAt (fun x _ => h x)
    (Continuous.intervalIntegrable (by fun_prop) 0 1)]
  simp
```

## (b) The derivative of a spline piece

**Task.** Show that pₐ has the derivative whose coefficients are listed in `slope a`.

**Solution.** If pₐ = c₀ + c₁x + c₂x² + c₃x³, then pₐ′ = c₁ + 2c₂x + 3c₃x². The list is thus (c₁, 2c₂, 3c₃, 0), the last zero keeping the length at four so that part (a) applies to derivatives too. The proof uses the power rule on each term and compares the two sums.

```lean
/-- The derivative of each spline piece is the polynomial with coefficients `slope`. -/
theorem piece_hasDerivAt (a : Fin 4) (x : ℝ) :
    HasDerivAt (piece a) (∑ i : Fin 4, slope a i * x ^ (i : ℕ)) x := by
  have h : HasDerivAt (fun y : ℝ => ∑ i : Fin 4, coef a i * y ^ (i : ℕ))
      (∑ i : Fin 4, coef a i * (((i : ℕ) : ℝ) * x ^ ((i : ℕ) - 1))) x :=
    HasDerivAt.fun_sum fun i _ => (hasDerivAt_pow (i : ℕ) x).const_mul (coef a i)
  refine h.congr_deriv ?_
  simp [Fin.sum_univ_four, slope]
  ring
```

## (c) The overlap symbol from the splines

**Task.** Integrate pₐp_b over the cell, multiply by cos((a − b)t), and sum over a and b. Show that the result is S(t).

**Solution.** By part (a), the matrix of integrals, multiplied by 5040, is

20  129  60  1

129  1188  933  60

60  933  1188  129

1  60  129  20

The main diagonal sums to 2416. The diagonals at distance 1, 2 and 3 sum to 1191, 120 and 1. Each of these three occurs on both sides of the main diagonal, which doubles it and gives the coefficients 2382, 240 and 2.

One cell is enough because every cell on which two splines of the infinite grid overlap can be translated back to [0,1]. Opposite phases combine into a cosine. This regrouping is an argument by hand; the theorem `overlap_galerkin` concerns the one-cell sum. Its proof inserts the formula from (a), expands the sixteen terms and compares coefficients.

```lean
set_option maxHeartbeats 400000 in
/-- Weighting the one-cell spline overlap integrals by cos((site a - site b)t) and summing gives the
overlap symbol. -/
theorem overlap_galerkin (t : ℝ) :
    ∑ a : Fin 4, ∑ b : Fin 4, (∫ x in (0 : ℝ)..1, piece a x * piece b x)
      * Real.cos ((site a - site b) * t) = overlapSymbol t := by
  simp only [piece, cubic_gram]
  simp only [Fin.sum_univ_four, coef, site, Matrix.cons_val]
  norm_num
  unfold overlapSymbol
  ring
```

## (d) The kinetic symbol from the splines

**Task.** Do the same with pₐ′p_b′ and obtain K(t).

**Solution.** The matrix of integrals, multiplied by 120, is

6  7  −12  −1

7  34  −29  −12

−12  −29  34  7

−1  −12  7  6

Its diagonals sum to 80, −15, −24 and −1, so the phase sum is

(80 − 30 cos t − 48 cos 2t − 2 cos 3t)/120.

Expanding the product in the definition of K with 2 cos²t = 1 + cos 2t and 2 cos t cos 2t = cos t + cos 3t gives the same expression. The Lean proof replaces `deriv (piece a)` by the polynomial from (b), applies (a), and writes both sides as polynomials in cos t.

```lean
set_option maxHeartbeats 400000 in
/-- Weighting the one-cell overlap integrals of spline derivatives by cos((site a - site b)t) and
summing gives the kinetic symbol. -/
theorem kinetic_galerkin (t : ℝ) :
    ∑ a : Fin 4, ∑ b : Fin 4, (∫ x in (0 : ℝ)..1, deriv (piece a) x * deriv (piece b) x)
      * Real.cos ((site a - site b) * t) = kineticSymbol t := by
  have hd : ∀ a x, deriv (piece a) x = ∑ i : Fin 4, slope a i * x ^ (i : ℕ) :=
    fun a x => (piece_hasDerivAt a x).deriv
  simp only [hd, cubic_gram]
  simp only [Fin.sum_univ_four, slope, coef, site, Matrix.cons_val]
  norm_num
  unfold kineticSymbol
  rw [Real.cos_three_mul, Real.cos_two_mul]
  ring
```

## (e) A sharp lower bound on the overlap

**Task.** Show that S(t) ≥ 17/315 for every real t, with equality at t = π.

**Solution.** Put c = cos t, so that cos 2t = 2c² − 1 and cos 3t = 4c³ − 3c. Then

5040 S − 272 = 8(c³ + 60c² + 297c + 238) = 8(c + 1)(c² + 59c + 238).

Since c ≥ −1, the first bracket is nonnegative and the second is at least −59 + 238 = 179. Hence S ≥ 272/5040 = 17/315. At t = π, c = −1 and the excess vanishes. The alternating signs that cancelled the triangular functions therefore leave a positive norm here.

In the proof, `h1` and `h2` are the signs of the two brackets, and their product gives the bound.

```lean
/-- The overlap symbol is at least 17/315, and this value is attained at t = π. -/
theorem overlap_lower_bound :
    (∀ t, 17 / 315 ≤ overlapSymbol t) ∧ overlapSymbol Real.pi = 17 / 315 := by
  constructor
  · intro t
    unfold overlapSymbol
    rw [Real.cos_three_mul, Real.cos_two_mul]
    have h1 : 0 ≤ Real.cos t + 1 := by linarith [Real.neg_one_le_cos t]
    have h2 : 0 ≤ Real.cos t ^ 2 + 59 * Real.cos t + 238 := by
      nlinarith [sq_nonneg (Real.cos t)]
    -- the excess over the minimum factorises
    linarith [mul_nonneg h1 h2]
  · unfold overlapSymbol
    rw [Real.cos_three_mul, Real.cos_two_mul, Real.cos_pi]
    norm_num
```

## (f) A Taylor bound for the cosine

**Task.** For |x| ≤ 1, show that cos x differs from

1 − x²/2 + x⁴/24 − x⁶/720 + x⁸/40320

by at most x¹⁰/3000000.

**Solution.** Cut the series of exp(ix) after the ninth power. Beyond the tenth power, each term is at most 1/11 of the one before in absolute value, so the remainder is at most

(|x|¹⁰/10!)(1 + 1/11 + 1/11² + …) = 11x¹⁰/(10 · 10!) ≤ x¹⁰/3000000.

The real part of the truncated series is the stated polynomial, and a real part never exceeds the absolute value.

Mathlib's `Complex.exp_bound` supplies the remainder estimate. The steps `h2` to `h9` reduce the powers of i, and `hs` separates the real and imaginary parts.

```lean
/-- The eighth-degree Taylor polynomial of cosine has error at most x¹⁰/3000000 for |x| ≤ 1. -/
theorem cos_taylor {x : ℝ} (hx : |x| ≤ 1) :
    |Real.cos x - (1 - x^2/2 + x^4/24 - x^6/720 + x^8/40320)| ≤ x^10 / 3000000 := by
  have hn : ‖(x : ℂ) * Complex.I‖ = |x| := by simp
  have h := Complex.exp_bound (x := (x : ℂ) * Complex.I) (by rw [hn]; exact hx)
    (n := 10) (by norm_num)
  have h2 : Complex.I ^ 2 = -1 := Complex.I_sq
  have h3 : Complex.I ^ 3 = -Complex.I := by linear_combination Complex.I * h2
  have h4 : Complex.I ^ 4 = 1 := by linear_combination (Complex.I ^ 2 - 1) * h2
  have h5 : Complex.I ^ 5 = Complex.I := by linear_combination Complex.I * h4
  have h6 : Complex.I ^ 6 = -1 := by linear_combination Complex.I ^ 2 * h4 + h2
  have h7 : Complex.I ^ 7 = -Complex.I := by linear_combination Complex.I ^ 3 * h4 + h3
  have h8 : Complex.I ^ 8 = 1 := by linear_combination (Complex.I ^ 4 + 1) * h4
  have h9 : Complex.I ^ 9 = Complex.I := by linear_combination Complex.I * h8
  have hs : ∑ m ∈ Finset.range 10, ((x : ℂ) * Complex.I) ^ m / (m.factorial : ℂ)
      = ((1 - x^2/2 + x^4/24 - x^6/720 + x^8/40320 : ℝ) : ℂ)
        + ((x - x^3/6 + x^5/120 - x^7/5040 + x^9/362880 : ℝ) : ℂ) * Complex.I := by
    simp only [Finset.sum_range_succ, Finset.sum_range_zero, mul_pow,
      h2, h3, h4, h5, h6, h7, h8, h9, Nat.factorial]
    push_cast
    ring
  -- cosine is the real part of the exponential
  have hr := (Complex.abs_re_le_norm _).trans h
  rw [hs, hn, Complex.sub_re, Complex.exp_ofReal_mul_I_re, Complex.add_re,
    Complex.ofReal_re, Complex.re_ofReal_mul, Complex.I_re, mul_zero, add_zero,
    (by decide : Even 10).pow_abs x] at hr
  have hc : ((Nat.succ 10 : ℕ) : ℝ) * (((Nat.factorial 10 : ℕ) : ℝ) * ((10 : ℕ) : ℝ))⁻¹
      ≤ 1 / 3000000 := by norm_num [Nat.factorial]
  calc _ ≤ _ := hr
    _ ≤ x^10 * (1 / 3000000) := mul_le_mul_of_nonneg_left hc (by positivity)
    _ = x^10 / 3000000 := by ring
```

## (g) Cancellation through sixth order

**Task.** For |t| ≤ 1/3, show that K − t²S equals t⁸/30240 up to an error of at most t¹⁰/1000.

**Solution.** Insert the polynomial from (f) for cos t, cos 2t and cos 3t. Up to the remainders,

K = t² − t⁴/3 + 19t⁶/360 − 53t⁸/10080

t²S = t² − t⁴/3 + 19t⁶/360 − t⁸/189 + 229t¹⁰/604800.

The terms through t⁶ cancel. At eighth order,

−53/10080 + 1/189 = (−159 + 160)/30240 = 1/30240.

Three contributions are left, each bounded by a multiple of t¹⁰:

- The last polynomial term of t²S contributes less than 0.00038 t¹⁰.
- The remainders in K contribute at most (30 + 48 · 2¹⁰ + 2 · 3¹⁰)t¹⁰/(120 · 3000000), which is less than 0.00047 t¹⁰.
- The remainders in t²S contribute, using t² ≤ 1, at most (2382 + 240 · 2¹⁰ + 2 · 3¹⁰)t¹⁰/(5040 · 3000000), which is less than 0.00003 t¹⁰.

The total is below t¹⁰/1000. The condition |t| ≤ 1/3 ensures |3t| ≤ 1, as (f) requires; physically it means about 19 or more grid points per wavelength.

In Lean, `r1`, `r2` and `r3` are the three remainder bounds, and `q1`, `q2` and `q3` are the same bounds after multiplication by t². With K in the linear form `hk`, everything is linear in the cosines and their products with t², and `linarith` adds up the estimates.

```lean
/-- For |t| ≤ 1/3, K - t²S equals t⁸/30240 up to an error of at most t¹⁰/1000. -/
theorem dispersion_bound {t : ℝ} (ht : |t| ≤ 1 / 3) :
    |kineticSymbol t - t^2 * overlapSymbol t - t^8 / 30240| ≤ t^10 / 1000 := by
  obtain ⟨hl, hu⟩ := abs_le.mp ht
  have r1 := cos_taylor (x := t) (abs_le.mpr ⟨by linarith, by linarith⟩)
  have r2 := cos_taylor (x := 2 * t) (abs_le.mpr ⟨by linarith, by linarith⟩)
  have r3 := cos_taylor (x := 3 * t) (abs_le.mpr ⟨by linarith, by linarith⟩)
  have ht2 : t^2 ≤ 1 := by nlinarith
  have aux : ∀ e b : ℝ, |e| ≤ b → |t^2 * e| ≤ b := by
    intro e b h
    rw [abs_mul, abs_of_nonneg (sq_nonneg t)]
    exact (mul_le_of_le_one_left (abs_nonneg e) ht2).trans h
  have q1 := abs_le.mp (aux _ _ r1)
  have q2 := abs_le.mp (aux _ _ r2)
  have q3 := abs_le.mp (aux _ _ r3)
  rw [abs_le] at r1 r2 r3
  -- the kinetic symbol is linear in the cosines of multiple angles
  have hk : kineticSymbol t = (80 - 30 * Real.cos t - 48 * Real.cos (2 * t)
      - 2 * Real.cos (3 * t)) / 120 := by
    unfold kineticSymbol
    rw [Real.cos_three_mul, Real.cos_two_mul]
    ring
  have hp : 0 ≤ t^10 := by positivity
  rw [hk, overlapSymbol, abs_le]
  constructor <;> linarith [r1.1, r1.2, r2.1, r2.2, r3.1, r3.2,
    q1.1, q1.2, q2.1, q2.2, q3.1, q3.2]
```

## (h) Positive overlap and the leading kinetic error

**Task.** Conclude that S > 0 everywhere and that (K/(t²S) − 1)/t⁶ tends to 1/30240 as t tends to 0.

**Solution.** Positivity follows from (e). For t ≠ 0,

(K/(t²S) − 1)/t⁶ = [(K − t²S)/t⁸]/S.

By (g), the square bracket differs from 1/30240 by at most t²/1000 when 0 < |t| ≤ 1/3, so it tends to 1/30240. Since S is continuous and S(0) = 5040/5040 = 1, the quotient has the same limit.

The filter `𝓝[≠] 0` in the theorem means that t approaches 0 from either side without being equal to it. In the proof, `h1` is the limit of the square bracket, obtained by squeezing; `h2` is the limit of S; and `h3` divides the two.

For a free particle on this one-dimensional grid, halving the spacing at fixed k ≠ 0 therefore reduces the relative kinetic-energy error by a factor that approaches 64 as the grid is refined. The limit is positive, so on fine enough grids the computed energy lies above the exact one. Potentials, boundaries and nonuniform grids do not enter the model.

```lean
/-- The overlap symbol is positive everywhere, and the relative error of K/S as an approximation
to t², divided by t⁶, tends to 1/30240 as t tends to zero. -/
theorem kinetic_dispersion :
    (∀ t, 0 < overlapSymbol t) ∧
    Tendsto (fun t => (kineticSymbol t / (t^2 * overlapSymbol t) - 1) / t^6)
      (𝓝[≠] 0) (𝓝 (1 / 30240)) := by
  have hS : ∀ t, 0 < overlapSymbol t := fun t =>
    lt_of_lt_of_le (by norm_num) (overlap_lower_bound.1 t)
  refine ⟨hS, ?_⟩
  have h0 : Tendsto (fun t : ℝ => t^2 / 1000) (𝓝[≠] 0) (𝓝 0) :=
    (Continuous.tendsto' (by fun_prop) 0 0 (by simp)).mono_left nhdsWithin_le_nhds
  have h1 : Tendsto (fun t => (kineticSymbol t - t^2 * overlapSymbol t) / t^8)
      (𝓝[≠] 0) (𝓝 (1 / 30240)) := by
    apply tendsto_sub_nhds_zero_iff.mp
    refine squeeze_zero_norm' ?_ h0
    filter_upwards [nhdsWithin_le_nhds (Metric.closedBall_mem_nhds (0 : ℝ)
      (by norm_num : (0 : ℝ) < 1 / 3)), self_mem_nhdsWithin] with t hb hne
    have ht : t ≠ 0 := hne
    have hb' : |t| ≤ 1 / 3 := by
      rw [mem_closedBall_zero_iff, Real.norm_eq_abs] at hb
      exact hb
    have h8 : 0 < t^8 := by positivity
    have he : (kineticSymbol t - t^2 * overlapSymbol t) / t^8 - 1 / 30240
        = (kineticSymbol t - t^2 * overlapSymbol t - t^8 / 30240) / t^8 := by
      field_simp
    rw [he, Real.norm_eq_abs, abs_div, abs_of_pos h8, div_le_iff₀ h8]
    calc _ ≤ t^10 / 1000 := dispersion_bound hb'
      _ = t^2 / 1000 * t^8 := by ring
  have h2 : Tendsto overlapSymbol (𝓝[≠] 0) (𝓝 1) := by
    refine (Continuous.tendsto' ?_ 0 1 ?_).mono_left nhdsWithin_le_nhds
    · unfold overlapSymbol
      fun_prop
    · norm_num [overlapSymbol]
  -- normalise by the overlap, which tends to one
  have h3 := h1.div h2 one_ne_zero
  rw [div_one] at h3
  refine h3.congr' ?_
  filter_upwards [self_mem_nhdsWithin] with t hne
  have ht : t ≠ 0 := hne
  have hs : overlapSymbol t ≠ 0 := (hS t).ne'
  simp only [Pi.div_apply]
  field_simp

end

end CubicSplineKineticDispersion
```

```lean
#print axioms CubicSplineKineticDispersion.overlap_galerkin
-- 'CubicSplineKineticDispersion.overlap_galerkin' depends on axioms: [propext, Classical.choice, Quot.sound]
#print axioms CubicSplineKineticDispersion.kinetic_galerkin
-- 'CubicSplineKineticDispersion.kinetic_galerkin' depends on axioms: [propext, Classical.choice, Quot.sound]
#print axioms CubicSplineKineticDispersion.kinetic_dispersion
-- 'CubicSplineKineticDispersion.kinetic_dispersion' depends on axioms: [propext, Classical.choice, Quot.sound]
```
